# For occupations $n_0\pm xG$ with $\operatorname{Tr}G\neq0$, the FLL and AMF Hubbard corrections change by a multiple of the squared moment

Let the real $k\times k$ matrices $n_\uparrow$ and $n_\downarrow$ be the occupations of $k$ localized orbitals for the two spins, let $U$ and $J$ be the on-site Coulomb and exchange parameters, and let $F(n)=n-\frac{\operatorname{Tr}n}{k}\mathbb 1$ be the deviation of a matrix from its orbital average. The fully-localized-limit (FLL) and around-mean-field (AMF) corrections, each meaning the Hubbard energy minus its double counting, are taken as

$$E_{\rm FLL}=\frac{U-J}{2}\sum_\sigma\operatorname{Tr}(n_\sigma-n_\sigma^2),\qquad E_{\rm AMF}=-\frac{U-J}{2}\sum_\sigma\operatorname{Tr}F(n_\sigma)^2 .$$

```lean
import Mathlib

open Matrix

namespace DoubleCountingStoner

noncomputable section

variable {ι : Type*} [Fintype ι] [DecidableEq ι]

/-- The fully-localized-limit (FLL) correction for the two spin occupation matrices. -/
def fll (U J : ℝ) (up dn : Matrix ι ι ℝ) : ℝ :=
  (U - J) / 2 * ((up - up * up).trace + (dn - dn * dn).trace)

/-- The deviation of a matrix from its orbital average. -/
def fluct (n : Matrix ι ι ℝ) : Matrix ι ι ℝ :=
  n - (n.trace / (Fintype.card ι : ℝ)) • (1 : Matrix ι ι ℝ)

/-- The around-mean-field (AMF) correction for the two spin occupation matrices. -/
def amf (U J : ℝ) (up dn : Matrix ι ι ℝ) : ℝ :=
  -(U - J) / 2 * ((fluct up * fluct up).trace + (fluct dn * fluct dn).trace)

/-- The spin moment: number of spin-up minus number of spin-down electrons. -/
def moment (up dn : Matrix ι ι ℝ) : ℝ := up.trace - dn.trace

/-- A density of states carried by the single orbital `i`, with weight `g`. -/
def singleOrbital (i : ι) (g : ℝ) : Matrix ι ι ℝ :=
  Matrix.diagonal (fun j => if j = i then g else 0)

omit [DecidableEq ι] in
/-- In the sum over the two spins of `Tr n²`, the terms linear in the polarization cancel. -/
theorem trace_sq_spin_sum (A B : Matrix ι ι ℝ) (x : ℝ) :
    ((A + x • B) * (A + x • B)).trace + ((A - x • B) * (A - x • B)).trace
      = 2 * (A * A).trace + 2 * x ^ 2 * (B * B).trace := by
  simp only [add_mul, mul_add, sub_mul, mul_sub, Matrix.smul_mul, Matrix.mul_smul,
    Matrix.trace_add, Matrix.trace_sub, Matrix.trace_smul, smul_eq_mul]
  ring

omit [DecidableEq ι] in
/-- The occupations `n0 + xG` and `n0 - xG` carry the moment `2x Tr G`. -/
theorem moment_polarized (n0 G : Matrix ι ι ℝ) (x : ℝ) :
    moment (n0 + x • G) (n0 - x • G) = 2 * x * G.trace := by
  simp only [moment, Matrix.trace_add, Matrix.trace_sub, Matrix.trace_smul, smul_eq_mul]
  ring

private lemma moment_ratio (c s x t : ℝ) (ht : t ≠ 0) :
    c * s * (2 * x * t) ^ 2 / (4 * t ^ 2) = c * s * x ^ 2 := by
  rw [div_eq_iff (by positivity)]
  ring

omit [DecidableEq ι] in
/-- The change of the FLL correction on polarizing along `G`, as a function of the moment. -/
theorem fll_change (U J x : ℝ) (n0 G : Matrix ι ι ℝ) (hG : G.trace ≠ 0) :
    fll U J (n0 + x • G) (n0 - x • G) - fll U J n0 n0
      = -(U - J) * (G * G).trace * moment (n0 + x • G) (n0 - x • G) ^ 2
          / (4 * G.trace ^ 2) := by
  have h := trace_sq_spin_sum n0 G x
  rw [moment_polarized, moment_ratio _ _ _ _ hG]
  unfold fll
  simp only [Matrix.trace_sub, Matrix.trace_add, Matrix.trace_smul, smul_eq_mul]
  linear_combination (-(U - J) / 2) * h

/-- The trace of the squared deviation of `G` from its average is `Tr G² - (Tr G)²/k`. -/
theorem trace_fluct_sq [Nonempty ι] (G : Matrix ι ι ℝ) :
    (fluct G * fluct G).trace
      = (G * G).trace - G.trace ^ 2 / (Fintype.card ι : ℝ) := by
  have hk : (Fintype.card ι : ℝ) ≠ 0 := Nat.cast_ne_zero.mpr Fintype.card_ne_zero
  unfold fluct
  simp only [sub_mul, mul_sub, Matrix.smul_mul, Matrix.mul_smul, one_mul, mul_one,
    Matrix.trace_sub, Matrix.trace_smul, Matrix.trace_one, smul_eq_mul]
  field_simp
  ring

omit [DecidableEq ι] in
private lemma nonempty_of_trace {G : Matrix ι ι ℝ} (hG : G.trace ≠ 0) : Nonempty ι := by
  rcases isEmpty_or_nonempty ι with h | h
  · exact (hG (by simp [Matrix.trace])).elim
  · exact h

/-- The change of the AMF correction on polarizing along `G`, as a function of the moment:
the FLL expression with `Tr G²` replaced by `Tr G² - (Tr G)²/k`. -/
theorem amf_change (U J x : ℝ) (n0 G : Matrix ι ι ℝ) (hG : G.trace ≠ 0) :
    amf U J (n0 + x • G) (n0 - x • G) - amf U J n0 n0
      = -(U - J) * ((G * G).trace - G.trace ^ 2 / (Fintype.card ι : ℝ))
          * moment (n0 + x • G) (n0 - x • G) ^ 2 / (4 * G.trace ^ 2) := by
  have := nonempty_of_trace hG
  -- removing the orbital average is a linear operation
  have hp : fluct (n0 + x • G) = fluct n0 + x • fluct G := by
    simp only [fluct, Matrix.trace_add, Matrix.trace_smul, smul_eq_mul]
    module
  have hm : fluct (n0 - x • G) = fluct n0 - x • fluct G := by
    simp only [fluct, Matrix.trace_sub, Matrix.trace_smul, smul_eq_mul]
    module
  have h := trace_sq_spin_sum (fluct n0) (fluct G) x
  rw [moment_polarized, moment_ratio _ _ _ _ hG, ← trace_fluct_sq]
  unfold amf
  rw [hp, hm]
  linear_combination (-(U - J) / 2) * h

omit [DecidableEq ι] in
/-- For a symmetric matrix, `Tr A²` is the sum of the squares of all entries. -/
theorem trace_sq_eq_sum {A : Matrix ι ι ℝ} (hA : A.IsSymm) :
    (A * A).trace = ∑ i, ∑ j, A i j ^ 2 := by
  simp only [Matrix.trace, Matrix.diag_apply, Matrix.mul_apply]
  refine Finset.sum_congr rfl fun i _ => Finset.sum_congr rfl fun j _ => ?_
  rw [hA.apply i j]
  ring

omit [DecidableEq ι] in
private lemma trace_sq_pos {A : Matrix ι ι ℝ} (hA : A.IsSymm) (h0 : A ≠ 0) :
    0 < (A * A).trace := by
  rw [trace_sq_eq_sum hA]
  have hn : ∀ i ∈ Finset.univ, 0 ≤ ∑ j, A i j ^ 2 :=
    fun i _ => Finset.sum_nonneg fun j _ => sq_nonneg (A i j)
  refine lt_of_le_of_ne (Finset.sum_nonneg hn) fun h => h0 ?_
  ext i j
  have h1 := (Finset.sum_eq_zero_iff_of_nonneg hn).mp h.symm i (Finset.mem_univ i)
  have h2 := (Finset.sum_eq_zero_iff_of_nonneg
    (fun j _ => sq_nonneg (A i j))).mp h1 j (Finset.mem_univ j)
  simpa using h2

/-- For symmetric `G` the AMF factor `Tr G² - (Tr G)²/k` vanishes exactly when `G` is a
multiple of the identity, and is positive otherwise. -/
theorem amf_factor [Nonempty ι] {G : Matrix ι ι ℝ} (hS : G.IsSymm) :
    ((G * G).trace - G.trace ^ 2 / (Fintype.card ι : ℝ) = 0
        ↔ ∃ c : ℝ, G = c • (1 : Matrix ι ι ℝ)) ∧
      ((¬ ∃ c : ℝ, G = c • (1 : Matrix ι ι ℝ)) →
        0 < (G * G).trace - G.trace ^ 2 / (Fintype.card ι : ℝ)) := by
  have hk : (Fintype.card ι : ℝ) ≠ 0 := Nat.cast_ne_zero.mpr Fintype.card_ne_zero
  have hF : (fluct G).IsSymm := by
    unfold Matrix.IsSymm fluct
    rw [Matrix.transpose_sub, Matrix.transpose_smul, Matrix.transpose_one, hS.eq]
  have pos : (¬ ∃ c : ℝ, G = c • (1 : Matrix ι ι ℝ)) → 0 < (fluct G * fluct G).trace :=
    fun hc => trace_sq_pos hF fun h => hc ⟨_, sub_eq_zero.mp h⟩
  rw [← trace_fluct_sq]
  refine ⟨⟨fun h => by_contra fun hc => (pos hc).ne' h, ?_⟩, pos⟩
  rintro ⟨c, hc⟩
  have h0 : fluct G = 0 := by
    rw [hc, fluct, Matrix.trace_smul, Matrix.trace_one, smul_eq_mul, mul_div_assoc,
      div_self hk, mul_one, sub_self]
  rw [h0, mul_zero, Matrix.trace_zero]

/-- For `U > J`, `x ≠ 0` and a symmetric `G` of nonzero trace, the FLL correction decreases, and the
AMF correction decreases exactly when `G` is not a multiple of the identity. -/
theorem polarization_gain {U J x : ℝ} (hU : J < U) (hx : x ≠ 0) (n0 : Matrix ι ι ℝ)
    {G : Matrix ι ι ℝ} (hS : G.IsSymm) (hG : G.trace ≠ 0) :
    fll U J (n0 + x • G) (n0 - x • G) < fll U J n0 n0 ∧
      (amf U J (n0 + x • G) (n0 - x • G) < amf U J n0 n0
        ↔ ¬ ∃ c : ℝ, G = c • (1 : Matrix ι ι ℝ)) := by
  have := nonempty_of_trace hG
  have hp : 0 < (U - J) * x ^ 2 := mul_pos (sub_pos.mpr hU) (by positivity)
  have hf := fll_change U J x n0 G hG
  have ha := amf_change U J x n0 G hG
  rw [moment_polarized, moment_ratio _ _ _ _ hG] at hf ha
  have hG0 : G ≠ 0 := fun h => hG (by rw [h, Matrix.trace_zero])
  refine ⟨by nlinarith [mul_pos hp (trace_sq_pos hS hG0)], fun h hc => ?_, fun hc => ?_⟩
  · rw [(amf_factor hS).1.mpr hc, mul_zero, zero_mul] at ha
    linarith
  · nlinarith [mul_pos hp ((amf_factor hS).2 hc)]

/-- If one of `k` orbitals carries the whole density of states, the FLL correction changes by
`-(U-J)M²/4` and the AMF correction by `1 - 1/k` times that. -/
theorem single_orbital_change (U J x : ℝ) (n0 : Matrix ι ι ℝ) (i : ι) {g : ℝ} (hg : g ≠ 0) :
    let up := n0 + x • singleOrbital i g
    let dn := n0 - x • singleOrbital i g
    fll U J up dn - fll U J n0 n0 = -(U - J) * moment up dn ^ 2 / 4 ∧
      amf U J up dn - amf U J n0 n0
        = (1 - 1 / (Fintype.card ι : ℝ)) * (-(U - J) * moment up dn ^ 2 / 4) := by
  intro up dn
  have ht : (singleOrbital i g).trace = g := by
    simp [singleOrbital, Matrix.trace_diagonal]
  have hs : (singleOrbital i g * singleOrbital i g).trace = g * g := by
    simp [singleOrbital, Matrix.diagonal_mul_diagonal, Matrix.trace_diagonal]
  have h0 : (singleOrbital i g).trace ≠ 0 := by rwa [ht]
  have hf := fll_change U J x n0 _ h0
  have ha := amf_change U J x n0 _ h0
  rw [moment_polarized, moment_ratio _ _ _ _ h0, hs] at hf ha
  have hm : moment up dn = 2 * x * g := by rw [moment_polarized, ht]
  rw [ht] at ha
  rw [hm]
  exact ⟨by linear_combination hf, by linear_combination ha⟩

/-- For this non-symmetric matrix `G` the AMF factor `Tr G² - (Tr G)²/2` vanishes although the
matrix is not a multiple of the identity. -/
theorem symmetry_needed :
    ((!![1, 1; 0, 1] * !![1, 1; 0, 1] : Matrix (Fin 2) (Fin 2) ℝ).trace
        - (!![1, 1; 0, 1] : Matrix (Fin 2) (Fin 2) ℝ).trace ^ 2 / 2 = 0) ∧
      ¬ ∃ c : ℝ, (!![1, 1; 0, 1] : Matrix (Fin 2) (Fin 2) ℝ) = c • 1 := by
  constructor
  · norm_num [Matrix.trace_fin_two, Matrix.mul_apply, Fin.sum_univ_two]
  · rintro ⟨c, h⟩
    have h01 := congrFun (congrFun h 0) 1
    simp at h01

end

end DoubleCountingStoner
```

```lean
#print axioms DoubleCountingStoner.amf_change
#print axioms DoubleCountingStoner.polarization_gain
#print axioms DoubleCountingStoner.single_orbital_change
#print axioms DoubleCountingStoner.symmetry_needed
```

```
'DoubleCountingStoner.amf_change' depends on axioms: [propext, Classical.choice, Quot.sound]
'DoubleCountingStoner.polarization_gain' depends on axioms: [propext, Classical.choice, Quot.sound]
'DoubleCountingStoner.single_orbital_change' depends on axioms: [propext, Classical.choice, Quot.sound]
'DoubleCountingStoner.symmetry_needed' depends on axioms: [propext, Classical.choice, Quot.sound]
```

## The energy changes in terms of the moment

The two spins start from the same matrix $n_0$ and are polarized in opposite directions along a matrix $G$, with a real amplitude $x$:

$$n_\uparrow=n_0+xG,\qquad n_\downarrow=n_0-xG .$$

The moment is $M=\operatorname{Tr}n_\uparrow-\operatorname{Tr}n_\downarrow$, in units of one electron spin, and `moment_polarized` gives $M=2x\operatorname{Tr}G$. If $\operatorname{Tr}G\neq0$, the changes relative to $x=0$ are

$$\Delta E_{\rm FLL}=-(U-J)\,\frac{\operatorname{Tr}G^2}{4(\operatorname{Tr}G)^2}\,M^2,$$

$$\Delta E_{\rm AMF}=-(U-J)\,\frac{\operatorname{Tr}G^2-(\operatorname{Tr}G)^2/k}{4(\operatorname{Tr}G)^2}\,M^2 .$$

These are `fll_change` and `amf_change`. They are exact in $x$ and hold for every real $n_0$, whether or not it is a multiple of the identity. Neither formula needs $G$ to be symmetric.

Symmetry enters in `amf_factor`: for symmetric $G$, the AMF factor $\operatorname{Tr}G^2-(\operatorname{Tr}G)^2/k$ is zero exactly when $G=c\,\mathbb 1$ for some real $c$, and positive otherwise. The theorem `polarization_gain` turns this into a statement about energies. For $U>J$, $x\neq0$ and symmetric $G$ with nonzero trace, polarization always lowers the FLL correction, and it lowers the AMF correction exactly when $G$ is not a multiple of the identity.

In Lean, the orbitals are the elements of a finite type `ι`, and $k$ is `Fintype.card ι`. The arguments `up` and `dn` are $n_\uparrow$ and $n_\downarrow$, the functions `fll` and `amf` are the two corrections, and `fluct` is $F$. The hypothesis `hG : G.trace ≠ 0` is the condition on the trace, and `hS : G.IsSymm` is symmetry.

## A rigid spin splitting and its Stoner-like energy

The matrix $G$ stands for the orbital-resolved density of states per spin at the Fermi level. If the two spin bands are shifted rigidly by $\mp x$ in energy, the occupations change by $\pm xG$ to first order, so $2x$ is the exchange splitting. The condition $\operatorname{Tr}G\neq0$ then says that the localized orbitals have weight at the Fermi level, so that the splitting produces a moment. A physical density of states has $\operatorname{Tr}G\ge0$, so under this condition its trace is positive; the theorems also allow a negative trace.

The condition $U>J$ says that the on-site repulsion exceeds the exchange. The FLL correction then penalizes fractional occupation, since for a symmetric $n$ with eigenvalues between 0 and 1 the trace $\operatorname{Tr}(n-n^2)$ is zero if $n$ is idempotent and positive otherwise. The AMF correction rewards occupations that differ from the average over the orbitals of the same spin.

Both changes have the form of a Stoner energy $-IM^2/4$, with $I=(U-J)\operatorname{Tr}G^2/(\operatorname{Tr}G)^2$ for FLL. This bears on DFT+U calculations of magnetic metals: within the model of a response along one fixed matrix $G$, the choice of double counting decides how strongly the correction favours a moment. The theorems contain no Stoner criterion, because the band energy that polarization costs and the exchange energy of the underlying density functional are both absent.

A simple case is a density of states carried by one orbital, treated in `single_orbital_change`. There $\operatorname{Tr}G^2=(\operatorname{Tr}G)^2$, so the FLL change is $-(U-J)M^2/4$ and the AMF change is $1-1/k$ times that. For a $d$ shell with $k=5$ the ratio is $4/5$. For $k=1$ it is zero, as it must be, because a single orbital cannot deviate from its own average.

The model has further limits. The interaction enters only through $U-J$, so its orbital anisotropy is left out. The matrices are real, the spins are collinear, and the occupations do not relax self-consistently. Nothing forces the eigenvalues of $n_0\pm xG$ to lie between 0 and 1, so for large $x$ the formulas remain true as algebra but may describe no physical state.

## Cancellation of the linear terms

Squaring the two occupation matrices gives

$$(n_0\pm xG)^2=n_0^2\pm x(n_0G+Gn_0)+x^2G^2 .$$

The middle terms cancel in the sum over spins, whether or not $n_0$ and $G$ commute:

$$\operatorname{Tr}n_\uparrow^2+\operatorname{Tr}n_\downarrow^2=2\operatorname{Tr}n_0^2+2x^2\operatorname{Tr}G^2 .$$

The total occupation $\operatorname{Tr}n_\uparrow+\operatorname{Tr}n_\downarrow=2\operatorname{Tr}n_0$ does not depend on $x$. Only the quadratic term therefore contributes to the FLL change:

$$\Delta E_{\rm FLL}=-\frac{U-J}{2}\cdot2x^2\operatorname{Tr}G^2=-(U-J)\,x^2\operatorname{Tr}G^2 .$$

Inserting $x=M/(2\operatorname{Tr}G)$ gives the stated formula.

For AMF, $F$ is linear, so $F(n_0\pm xG)=F(n_0)\pm xF(G)$. The same cancellation, with $F(n_0)$ and $F(G)$ in place of $n_0$ and $G$, gives

$$\Delta E_{\rm AMF}=-(U-J)\,x^2\operatorname{Tr}F(G)^2 .$$

The remaining trace follows by expanding the square and using $\operatorname{Tr}\mathbb 1=k$:

$$\operatorname{Tr}F(G)^2=\operatorname{Tr}G^2-\frac{2(\operatorname{Tr}G)^2}{k}+\frac{(\operatorname{Tr}G)^2}{k^2}\,k=\operatorname{Tr}G^2-\frac{(\operatorname{Tr}G)^2}{k}.$$

In the file, `trace_sq_spin_sum` is the cancellation for two arbitrary matrices. Its `simp only` call expands the products and traces, and `ring` cancels the mixed terms. The lemma `moment_ratio` replaces $M^2/(4(\operatorname{Tr}G)^2)$ by $x^2$, which is where the nonzero trace is used. The proof of `fll_change` then multiplies the cancellation identity by $-(U-J)/2$ with `linear_combination`.

The proof of `amf_change` first establishes the linearity of $F$ for each spin, in the steps `hp` and `hm`, and then proceeds in the same way. The trace of $F(G)^2$ comes from `trace_fluct_sq`. That lemma assumes at least one orbital, and `nonempty_of_trace` supplies it, because a matrix over an empty set of orbitals has trace zero.

## When the AMF term vanishes

Let $G$ be symmetric. Then $F(G)$ is symmetric too, and with $F_{ij}$ for its entries,

$$\operatorname{Tr}F(G)^2=\sum_{i,j}F_{ij}F_{ji}=\sum_{i,j}F_{ij}^2\ge0 .$$

The sum is zero only if every entry is zero, which means $G=\frac{\operatorname{Tr}G}{k}\mathbb 1$. Conversely, if $G=c\,\mathbb 1$, then $\operatorname{Tr}G/k=c$ and $F(G)=0$. A density of states that is equal in all orbitals and has no off-diagonal part thus gives no AMF gain, since each spin then moves together with its own average.

The lemma `trace_sq_eq_sum` is the sum of squares, and `trace_sq_pos` concludes that the trace is positive for a nonzero symmetric matrix. In `amf_factor` this is applied to `fluct G`: if $G$ is not a multiple of the identity, `fluct G` is nonzero and the factor is positive, so a vanishing factor forces $G$ to be a multiple of the identity.

The signs in `polarization_gain` follow from $(U-J)x^2>0$. For FLL this number multiplies $\operatorname{Tr}G^2$, which is positive because $G$ is symmetric and has nonzero trace. For AMF it multiplies the factor just discussed, and `nlinarith` receives the positive product in both cases. The proof of `single_orbital_change` inserts $\operatorname{Tr}G=g$ and $\operatorname{Tr}G^2=g^2$ into the two general formulas, where $g\neq0$ is the weight of the active orbital.

Without symmetry the criterion fails, as `symmetry_needed` shows with

$$G=\begin{pmatrix}1&1\\0&1\end{pmatrix},\qquad \operatorname{Tr}G^2-\frac{(\operatorname{Tr}G)^2}{2}=2-\frac{4}{2}=0 .$$

This $G$ is not a multiple of the identity, because its upper right entry is 1. In the sum over $F_{ij}F_{ji}$, that entry is multiplied by the zero below the diagonal and does not contribute. The example is purely algebraic: a real density-of-states matrix is symmetric, so this $G$ is not a physical one.

## A common average for both spins

The definition of `amf` subtracts from each spin its own orbital average. A different model would subtract the common average $(\operatorname{Tr}n_\uparrow+\operatorname{Tr}n_\downarrow)/(2k)$ from both spins and keep the same quadratic form. That average stays at $\operatorname{Tr}n_0/k$ during the polarization, so the deviations would be $F(n_0)\pm xG$, and the energy would change by $-(U-J)x^2\operatorname{Tr}G^2$, exactly as in FLL. The term $-(\operatorname{Tr}G)^2/k$ therefore comes from the spin-resolved average; this comparison is a short calculation by hand and has no theorem in the file.
